# A lowest-energy product state of a Hermitian matrix satisfies the Hartree equations

If $u$ and $v$ are unit vectors and $u\otimes v$ has the lowest energy $E$ among all normalised product states of a Hermitian matrix $M$, then $u$ is an eigenvector, with eigenvalue $E$, of $M$ contracted with $v$. Moreover, $M$ does not couple $u\otimes v$ to $a\otimes v$ for any $a$ orthogonal to $u$. I know this from varying the energy with Lagrange multipliers. Can it be proved in full and checked in Lean 4, together with size consistency for two subsystems that don't interact?

## Fix one factor and vary the other

Yes, for finite-dimensional subsystems and a given minimiser. Write $(a\otimes b)_{(i,j)}=a_ib_j$ and define the mean field of $v$ by

$$F_{ik}=\sum_{j,l}\overline{v_j}\,M_{(i,j),(k,l)}\,v_l .$$

Multiplying by $\overline{a_i}\,c_k$ and summing gives

$$\langle a,Fc\rangle=\langle a\otimes v,M(c\otimes v)\rangle .$$

$F$ is Hermitian: conjugating $F_{ki}$, using $\overline{M_{(k,j),(i,l)}}=M_{(i,l),(k,j)}$ and renaming $j\leftrightarrow l$ gives $F_{ik}$.

With $b=v$ held fixed, $u$ minimises $\langle a,Fa\rangle$ over unit $a$, with minimum $E$. Put $K=F-E\,1$. Rescaling a nonzero $x$ to unit length shows that $\langle x,Kx\rangle\ge 0$; for $x=0$ this is trivial. Also $\langle u,Ku\rangle=0$.

Let $w=Ku$, $S=\langle w,w\rangle$ and $c=\langle w,Kw\rangle\ge0$. Since $K$ is Hermitian, both cross terms equal $S$, so for real $t$

$$0\le\langle u-tw,K(u-tw)\rangle=-2tS+t^2c .$$

If $S>0$, choose $t=S/(c+1)$. Then $t^2c=tS-t^2$, and the right side is $-tS-t^2<0$, a contradiction. Hence $w=0$ and $Fu=Eu$. For $\langle a,u\rangle=0$ it follows that

$$\langle a\otimes v,M(u\otimes v)\rangle=\langle a,Fu\rangle=E\langle a,u\rangle=0 .$$

Exchanging the subsystems leaves product energies unchanged, so $v$ satisfies the corresponding equation in the mean field of $u$, also with eigenvalue $E$.

For $M=A\otimes1+1\otimes B$ and unit $a,b$,

$$\langle a\otimes b,M(a\otimes b)\rangle=\langle a,Aa\rangle\langle b,b\rangle+\langle a,a\rangle\langle b,Bb\rangle=\langle a,Aa\rangle+\langle b,Bb\rangle .$$

If $(u,v)$ minimises the sum, varying one factor while the other stays fixed shows that each minimises its own term. Conversely, adding the two separate inequalities gives the joint one.

```lean
import Mathlib

open Matrix
open scoped Kronecker

namespace HartreeProduct

noncomputable section

variable {m n : Type*} [Fintype m] [Fintype n]

/-- The product state `a ⊗ b` of a composite system. -/
def prodState (a : m → ℂ) (b : n → ℂ) : m × n → ℂ := fun p => a p.1 * b p.2

/-- The energy of the state `x`: the real part of `⟨x, A x⟩`. -/
def energy (A : Matrix m m ℂ) (x : m → ℂ) : ℝ := (star x ⬝ᵥ A *ᵥ x).re

/-- The mean-field matrix on the first subsystem: `M` contracted with the state `v` of the
second subsystem. -/
def meanField (M : Matrix (m × n) (m × n) ℂ) (v : n → ℂ) : Matrix m m ℂ :=
  Matrix.of fun i k => ∑ j, ∑ l, star (v j) * M (i, j) (k, l) * v l

/-- The unit vector `u` has the lowest energy among all unit vectors. -/
def IsMinimiser (A : Matrix m m ℂ) (u : m → ℂ) : Prop :=
  star u ⬝ᵥ u = 1 ∧ ∀ a : m → ℂ, star a ⬝ᵥ a = 1 → energy A u ≤ energy A a

/-- The unit vectors `u`, `v` give the lowest energy among all products of unit vectors. -/
def IsHartreeMinimiser (M : Matrix (m × n) (m × n) ℂ) (u : m → ℂ) (v : n → ℂ) : Prop :=
  star u ⬝ᵥ u = 1 ∧ star v ⬝ᵥ v = 1 ∧
    ∀ (a : m → ℂ) (b : n → ℂ), star a ⬝ᵥ a = 1 → star b ⬝ᵥ b = 1 →
      energy M (prodState u v) ≤ energy M (prodState a b)

/-- Matrix elements of `M` between product states that share the factor `v` are matrix elements
of the mean field of `v`. -/
theorem meanField_element (M : Matrix (m × n) (m × n) ℂ) (v : n → ℂ) (a c : m → ℂ) :
    star a ⬝ᵥ meanField M v *ᵥ c = star (prodState a v) ⬝ᵥ M *ᵥ prodState c v := by
  simp only [dotProduct, mulVec, meanField, prodState, Matrix.of_apply, Fintype.sum_prod_type,
    Pi.star_apply, star_mul', Finset.mul_sum, Finset.sum_mul]
  refine Finset.sum_congr rfl fun i _ => ?_
  refine Finset.sum_comm.trans ?_
  refine Finset.sum_congr rfl fun j _ => Finset.sum_congr rfl fun k _ =>
    Finset.sum_congr rfl fun l _ => ?_
  ring

omit [Fintype m] in
/-- The mean field of a Hermitian matrix is Hermitian. -/
theorem meanField_isHermitian {M : Matrix (m × n) (m × n) ℂ} (hM : M.IsHermitian)
    (v : n → ℂ) : (meanField M v).IsHermitian := by
  ext i k
  simp only [Matrix.conjTranspose_apply, meanField, Matrix.of_apply, star_sum, star_mul',
    star_star, hM.apply]
  refine Finset.sum_comm.trans ?_
  refine Finset.sum_congr rfl fun j _ => Finset.sum_congr rfl fun l _ => ?_
  ring

/-- The squared length of a state is the sum of its squared moduli. -/
theorem self_overlap (x : m → ℂ) : star x ⬝ᵥ x = ((∑ i, ‖x i‖ ^ 2 : ℝ) : ℂ) := by
  simp only [dotProduct, Pi.star_apply, Complex.star_def, Complex.conj_mul']
  push_cast
  rfl

/-- Variational principle: a unit vector of lowest energy for a Hermitian matrix is an
eigenvector, and its energy is the eigenvalue. -/
theorem IsMinimiser.eigenvector {A : Matrix m m ℂ} (hA : A.IsHermitian) {u : m → ℂ}
    (hu : IsMinimiser A u) : A *ᵥ u = (energy A u : ℂ) • u := by
  obtain ⟨hu1, hmin⟩ := hu
  obtain ⟨E, hE⟩ : ∃ E, E = energy A u := ⟨_, rfl⟩
  rw [← hE] at hmin ⊢
  -- the energy measured from `E` is nonnegative on every vector, by rescaling to unit length
  have hpos : ∀ x : m → ℂ, 0 ≤ energy A x - E * ∑ i, ‖x i‖ ^ 2 := by
    intro x
    obtain ⟨S, hS⟩ : ∃ S : ℝ, S = ∑ i, ‖x i‖ ^ 2 := ⟨_, rfl⟩
    have hS0 : 0 ≤ S := by rw [hS]; positivity
    have hxx : star x ⬝ᵥ x = (S : ℂ) := by rw [hS]; exact self_overlap x
    rw [← hS]
    rcases hS0.eq_or_lt with h0 | hSpos
    · have hx : x = 0 := by
        ext i
        have h := (Finset.sum_eq_zero_iff_of_nonneg
          (fun i _ => sq_nonneg ‖x i‖)).mp (hS.symm.trans h0.symm) i (Finset.mem_univ i)
        simpa using h
      simp [hx, energy, ← h0]
    · obtain ⟨r, hr⟩ : ∃ r : ℝ, r * r * S = 1 := by
        refine ⟨(√S)⁻¹, ?_⟩
        rw [← mul_inv, Real.mul_self_sqrt hS0, inv_mul_cancel₀ hSpos.ne']
      have h1 : star ((r : ℂ) • x) ⬝ᵥ ((r : ℂ) • x) = 1 := by
        simp only [star_smul, smul_dotProduct, dotProduct_smul, smul_eq_mul,
          Complex.star_def, Complex.conj_ofReal, hxx]
        rw [← mul_assoc]
        exact_mod_cast hr
      have h2 : energy A ((r : ℂ) • x) = r * (r * energy A x) := by
        simp only [energy, star_smul, Matrix.mulVec_smul, smul_dotProduct, dotProduct_smul,
          smul_eq_mul, Complex.star_def, Complex.conj_ofReal, Complex.re_ofReal_mul]
      have h3 := mul_le_mul_of_nonneg_right (hmin _ h1) hS0
      rw [h2] at h3
      have h4 : r * (r * energy A x) * S = energy A x := by
        linear_combination energy A x * hr
      linarith
  -- `B = A - E` annihilates `u`: vary `u` against the residual `w = B u`
  classical
  obtain ⟨B, hBdef⟩ : ∃ B : Matrix m m ℂ, B = A - (E : ℂ) • 1 := ⟨_, rfl⟩
  have hBx : ∀ x, B *ᵥ x = A *ᵥ x - (E : ℂ) • x := by
    intro x
    rw [hBdef, Matrix.sub_mulVec, Matrix.smul_mulVec, Matrix.one_mulVec]
  have hB : Bᴴ = B := by
    rw [hBdef, Matrix.conjTranspose_sub, Matrix.conjTranspose_smul, hA.eq,
      Matrix.conjTranspose_one, Complex.star_def, Complex.conj_ofReal]
  have hform : ∀ x, (star x ⬝ᵥ B *ᵥ x).re = energy A x - E * ∑ i, ‖x i‖ ^ 2 := by
    intro x
    rw [hBx, dotProduct_sub, dotProduct_smul, self_overlap, smul_eq_mul, Complex.sub_re,
      Complex.re_ofReal_mul, Complex.ofReal_re, energy]
  have hu0 : (star u ⬝ᵥ B *ᵥ u).re = 0 := by
    rw [hBx, dotProduct_sub, dotProduct_smul, hu1, smul_eq_mul, Complex.sub_re,
      Complex.re_ofReal_mul, Complex.one_re, hE, energy]
    ring
  obtain ⟨w, hw⟩ : ∃ w, w = B *ᵥ u := ⟨_, rfl⟩
  have hcross : star u ⬝ᵥ B *ᵥ w = star w ⬝ᵥ w := by
    rw [hw, Matrix.star_mulVec, hB, ← Matrix.dotProduct_mulVec]
  have hvar : ∀ t : ℝ, 0 ≤ -2 * t * (star w ⬝ᵥ w).re + t * t * (star w ⬝ᵥ B *ᵥ w).re := by
    intro t
    have h := hpos (u - (t : ℂ) • w)
    rw [← hform] at h
    simp only [star_sub, star_smul, Matrix.mulVec_sub, Matrix.mulVec_smul, sub_dotProduct,
      dotProduct_sub, smul_dotProduct, dotProduct_smul, smul_eq_mul, Complex.star_def,
      Complex.conj_ofReal, Complex.sub_re, Complex.re_ofReal_mul, hcross, ← hw] at h
    have hu0' : (star u ⬝ᵥ w).re = 0 := by rw [hw]; exact hu0
    linarith
  have hc : 0 ≤ (star w ⬝ᵥ B *ᵥ w).re := by rw [hform]; exact hpos w
  rw [self_overlap, Complex.ofReal_re] at hvar
  have hS0 : 0 ≤ ∑ i, ‖w i‖ ^ 2 := by positivity
  have hSz : ∑ i, ‖w i‖ ^ 2 = 0 := by
    by_contra hne
    have hS := lt_of_le_of_ne hS0 (Ne.symm hne)
    generalize (∑ i, ‖w i‖ ^ 2) = S at hvar hS
    generalize (star w ⬝ᵥ B *ᵥ w).re = c at hvar hc
    obtain ⟨t, ht, htc⟩ : ∃ t : ℝ, 0 < t ∧ t * (c + 1) = S :=
      ⟨S / (c + 1), by positivity, div_mul_cancel₀ _ (by positivity)⟩
    have e : t * t * c = t * S - t * t := by linear_combination t * htc
    have h := hvar t
    nlinarith [mul_pos ht hS, mul_pos ht ht]
  have hw0 : B *ᵥ u = 0 := by
    rw [← hw]
    ext i
    have h := (Finset.sum_eq_zero_iff_of_nonneg
      (fun i _ => sq_nonneg ‖w i‖)).mp hSz i (Finset.mem_univ i)
    simpa using h
  rw [hBx] at hw0
  exact sub_eq_zero.mp hw0

/-- Hartree equation and Brillouin-type condition: if `u` and `v` are unit vectors and `u ⊗ v` has
the lowest energy among normalised product states of a Hermitian `M`, then `u` is an eigenvector of
the mean field of `v` with that energy as eigenvalue, and `M` does not couple `u ⊗ v` to `a ⊗ v` for
`a` orthogonal to `u`. -/
theorem hartree_equation {M : Matrix (m × n) (m × n) ℂ} (hM : M.IsHermitian)
    {u : m → ℂ} {v : n → ℂ} (h : IsHartreeMinimiser M u v) :
    meanField M v *ᵥ u = (energy M (prodState u v) : ℂ) • u ∧
      ∀ a : m → ℂ, star a ⬝ᵥ u = 0 →
        star (prodState a v) ⬝ᵥ M *ᵥ prodState u v = 0 := by
  have he : ∀ a, energy (meanField M v) a = energy M (prodState a v) :=
    fun a => congrArg Complex.re (meanField_element M v a a)
  have hu : IsMinimiser (meanField M v) u :=
    ⟨h.1, fun a ha => by rw [he, he]; exact h.2.2 a v ha h.2.1⟩
  have heig := hu.eigenvector (meanField_isHermitian hM v)
  rw [he] at heig
  refine ⟨heig, fun a ha => ?_⟩
  rw [← meanField_element, heig, dotProduct_smul, ha, smul_zero]

/-- The energy of a product state is unchanged when the two subsystems are exchanged. -/
theorem energy_swap (M : Matrix (m × n) (m × n) ℂ) (a : m → ℂ) (b : n → ℂ) :
    energy (M.submatrix Prod.swap Prod.swap) (prodState b a) = energy M (prodState a b) := by
  have h : ∀ q : n × m, prodState b a q = prodState a b q.swap := fun q => mul_comm _ _
  unfold energy
  refine congrArg Complex.re ?_
  simp only [dotProduct, mulVec]
  refine Fintype.sum_equiv (Equiv.prodComm n m) _ _ fun p => ?_
  refine congrArg₂ (· * ·) (congrArg star (h p)) ?_
  exact Fintype.sum_equiv (Equiv.prodComm n m) _ _ fun q =>
    congrArg (M p.swap q.swap * ·) (h q)

/-- The second Hartree equation: if `u` and `v` are unit vectors and `u ⊗ v` has the lowest energy
among normalised product states of a Hermitian `M`, then `v` is an eigenvector of the mean field of
`u`, with that energy as eigenvalue. -/
theorem hartree_equation_right {M : Matrix (m × n) (m × n) ℂ} (hM : M.IsHermitian)
    {u : m → ℂ} {v : n → ℂ} (h : IsHartreeMinimiser M u v) :
    meanField (M.submatrix Prod.swap Prod.swap) u *ᵥ v =
      (energy M (prodState u v) : ℂ) • v := by
  have hs : IsHartreeMinimiser (M.submatrix Prod.swap Prod.swap) v u :=
    ⟨h.2.1, h.1, fun b a hb ha => by
      rw [energy_swap, energy_swap]; exact h.2.2 a b ha hb⟩
  have key := (hartree_equation (hM.submatrix Prod.swap) hs).1
  rwa [energy_swap] at key

/-- Additivity: without interaction, the energy of a product of unit vectors is the sum of the
energies of the subsystems. -/
theorem energy_noninteracting [DecidableEq m] [DecidableEq n] (A : Matrix m m ℂ)
    (B : Matrix n n ℂ) {a : m → ℂ} {b : n → ℂ} (ha : star a ⬝ᵥ a = 1) (hb : star b ⬝ᵥ b = 1) :
    energy (A ⊗ₖ (1 : Matrix n n ℂ) + (1 : Matrix m m ℂ) ⊗ₖ B) (prodState a b) =
      energy A a + energy B b := by
  -- Kronecker products act factor by factor, and overlaps of products factorise
  have hact : ∀ (C : Matrix m m ℂ) (D : Matrix n n ℂ),
      (C ⊗ₖ D) *ᵥ prodState a b = prodState (C *ᵥ a) (D *ᵥ b) := by
    intro C D
    ext p
    simp only [mulVec, dotProduct, prodState, Matrix.kroneckerMap_apply,
      Fintype.sum_prod_type, Finset.sum_mul_sum]
    refine Finset.sum_congr rfl fun i _ => Finset.sum_congr rfl fun j _ => ?_
    ring
  have hov : ∀ (c : m → ℂ) (d : n → ℂ),
      star (prodState a b) ⬝ᵥ prodState c d = (star a ⬝ᵥ c) * (star b ⬝ᵥ d) := by
    intro c d
    simp only [dotProduct, prodState, Pi.star_apply, star_mul', Fintype.sum_prod_type,
      Finset.sum_mul_sum]
    refine Finset.sum_congr rfl fun i _ => Finset.sum_congr rfl fun j _ => ?_
    ring
  simp only [energy, Matrix.add_mulVec, dotProduct_add, hact, hov, Matrix.one_mulVec, ha, hb,
    mul_one, one_mul, Complex.add_re]

/-- Size consistency: without interaction, `u` and `v` are unit vectors whose product has the lowest
energy among products of unit vectors exactly when each is a unit vector of lowest energy in its own
subsystem. -/
theorem size_consistency [DecidableEq m] [DecidableEq n] (A : Matrix m m ℂ)
    (B : Matrix n n ℂ) (u : m → ℂ) (v : n → ℂ) :
    IsHartreeMinimiser (A ⊗ₖ (1 : Matrix n n ℂ) + (1 : Matrix m m ℂ) ⊗ₖ B) u v ↔
      IsMinimiser A u ∧ IsMinimiser B v := by
  constructor
  · rintro ⟨hu, hv, h⟩
    refine ⟨⟨hu, fun a ha => ?_⟩, ⟨hv, fun b hb => ?_⟩⟩
    · have h1 := h a v ha hv
      rw [energy_noninteracting A B hu hv, energy_noninteracting A B ha hv] at h1
      linarith
    · have h1 := h u b hu hb
      rw [energy_noninteracting A B hu hv, energy_noninteracting A B hu hb] at h1
      linarith
  · rintro ⟨⟨hu, h1⟩, ⟨hv, h2⟩⟩
    refine ⟨hu, hv, fun a b ha hb => ?_⟩
    rw [energy_noninteracting A B hu hv, energy_noninteracting A B ha hb]
    exact add_le_add (h1 a ha) (h2 b hb)

end

end HartreeProduct
```

```lean
#print axioms HartreeProduct.hartree_equation_right
#print axioms HartreeProduct.size_consistency
```

```
'HartreeProduct.hartree_equation_right' depends on axioms: [propext, Classical.choice, Quot.sound]
'HartreeProduct.size_consistency' depends on axioms: [propext, Classical.choice, Quot.sound]
```

In the file, states are complex functions on the finite index types `m` and `n`, and `star a ⬝ᵥ c` is $\langle a,c\rangle$, conjugate-linear in the first argument. `prodState` is $a\otimes b$, `meanField M v` is $F$, and `energy` is the real part of the expectation value, which for a Hermitian matrix is all of it. `IsHartreeMinimiser M u v` says that both vectors are normalised and that no product of unit vectors has lower energy.

`hartree_equation` takes a Hermitian `M` and such a minimiser, and returns the eigenvalue equation and the vanishing matrix elements. Here $E$ is the total energy: `M` contains every term, including the second subsystem's own energy, so $E$ is not an orbital energy in the usual sense. `hartree_equation_right` treats $v$, with `M.submatrix Prod.swap Prod.swap` as $M$ with the subsystems exchanged. `size_consistency` is the equivalence of minimisers, and `energy_noninteracting` is the additivity of the energy; neither needs $A$ or $B$ to be Hermitian.

The existence of a minimiser is assumed. The subsystems are distinguishable, so the orthogonality condition resembles Brillouin's theorem but concerns product states, not Slater determinants. For two finite, distinguishable subsystems, these are the coupled equations that a self-consistent-field iteration tries to solve; a solution need not be a minimiser.

The proof has the same structure as the derivation. `meanField_element` and `meanField_isHermitian` expand and reorder the finite sums. `IsMinimiser.eigenvector` is the variational argument, with $K$ called `B`: `hpos` does the rescaling, `hcross` moves `B` across the inner product, and `hvar` is the quadratic inequality in $t$. In `hSz`, `nlinarith` derives the contradiction from the chosen $t$, and `self_overlap` writes the squared length of $w$ as a sum of squared moduli, which is zero only if every component is zero.

`hartree_equation` then identifies the mean-field energy with the product energy and applies that principle. `energy_swap` reindexes the sums for the second equation. In `energy_noninteracting`, `hact` lets Kronecker products act factor by factor and `hov` factorises overlaps; `size_consistency` then needs only `linarith` in one direction and `add_le_add` in the other.
